# For one orbital with on-site repulsion, the spin-averaged Fock value at occupation one is minus the mean of ionization energy and electron affinity

In a CASPT2 calculation without the IPEA shift, a correction discussed below, the energy denominators are built from a spin-averaged generalised Fock matrix. An active orbital that holds one electron contributes the same diagonal element whether an excitation fills it or empties it, although the first process involves an electron affinity and the second an ionization energy. For a single orbital, isolated from all others, that element can be worked out exactly: it is minus the mean of the two.

## Two spin modes and their Fock operator

The annihilators $a$ and $b$ of the two spins are elements of a ring `A` with a star operation, which is additive, is its own inverse and reverses products. The creators are $a^*$ and $b^*$.

```lean
import Mathlib

open Matrix

namespace FockIonizationAffinity

noncomputable section

variable {A : Type*} [Ring A] [StarRing A]
```

The anticommutation relations are
$$aa^*+a^*a=1,\quad bb^*+b^*b=1,\quad a^2=b^2=0,\quad ab+ba=0,\quad ab^*+b^*a=0.$$
They are collected in a structure, which the general theorems below take as a hypothesis.

```lean
/-- The anticommutation relations of two fermionic modes `a` and `b`. -/
structure IsFermionPair (a b : A) : Prop where
  car_a : a * star a + star a * a = 1
  car_b : b * star b + star b * b = 1
  sq_a : a * a = 0
  sq_b : b * b = 0
  anti : a * b + b * a = 0
  anti_star : a * star b + star b * a = 0
```

The occupation number of a mode $c$ is $n_c=c^*c$.

```lean
/-- The occupation number operator of a mode. -/
def number (c : A) : A := star c * c
```

The total particle number is $N=n_a+n_b$.

```lean
/-- The total particle number of the two modes. -/
def totalNumber (a b : A) : A := number a + number b
```

For a Hamiltonian $H$, the Fock operator of mode $c$ is $[c,H]c^*+c^*[c,H]$. Its expectation value is the diagonal Fock element for that spin.

```lean
/-- The anticommutator of `[c, H]` with the creation operator of the mode `c`. -/
def fockOperator (H c : A) : A :=
  (c * H - H * c) * star c + star c * (c * H - H * c)
```

Exchanging $a$ and $b$ leaves the relations intact. Only the last one needs work: the star of $ab^*+b^*a=0$ is $ba^*+a^*b=0$.

```lean
/-- The anticommutation relations are symmetric under exchange of the two modes. -/
theorem IsFermionPair.symm {a b : A} (h : IsFermionPair a b) : IsFermionPair b a where
  car_a := h.car_b
  car_b := h.car_a
  sq_a := h.sq_b
  sq_b := h.sq_a
  anti := by rw [add_comm]; exact h.anti
  anti_star := by simpa [star_add, star_mul] using congrArg star h.anti_star
```

Moving $a$ past $n_b$ costs two signs, which cancel:
$$a\,b^*b=-b^*a\,b=b^*b\,a.$$
The star of this equation gives $n_ba^*=a^*n_b$, and the two together give $n_an_b=a^*n_ba=n_bn_a$.

The Lean proof turns on `linear_combination (norm := noncomm_ring)`. The tactic is given a combination of known equations and checks that it accounts for the difference between the two sides of the goal. Its default normaliser assumes commutativity, so `noncomm_ring` replaces it and keeps factors in order. The side on which an equation is multiplied then matters: `h.anti_star * b - star b * h.anti` says to multiply $ab^*+b^*a=0$ by $b$ on the right and subtract $b^*$ times $ab+ba=0$. These are the two sign changes above.

```lean
/-- An annihilator commutes with the occupation number of the other mode, and so does
the creator; the two occupation numbers commute. -/
theorem number_commutes {a b : A} (h : IsFermionPair a b) :
    a * number b = number b * a ∧ number b * star a = star a * number b ∧
      number a * number b = number b * number a := by
  have h2 : a * number b = number b * a := by
    unfold number
    linear_combination (norm := noncomm_ring) h.anti_star * b - star b * h.anti
  have h4 : number b * star a = star a * number b := by
    simpa [number, star_mul, mul_assoc] using congrArg star h2
  refine ⟨h2, h4, ?_⟩
  change star a * a * number b = number b * (star a * a)
  linear_combination (norm := noncomm_ring) star a * h2 - h4 * a
```

## The Fock value at any occupation

The algebra is now taken over the complex numbers, and the Hamiltonian is
$$H=e(n_a+n_b)+U\,n_an_b,\qquad e,U\in\mathbb R.$$
Here $e$ stands for the energy of one electron in the orbital, including any fixed external field, and $U$ for the Coulomb repulsion between two electrons of opposite spin in it. Neither sign is restricted.

```lean
variable [Algebra ℂ A]

/-- One orbital with level energy `e` for each spin and repulsion `U` on double occupation. -/
def hamiltonian (e U : ℝ) (a b : A) : A :=
  (e : ℂ) • (number a + number b) + (U : ℂ) • (number a * number b)
```

An expectation value is a complex-linear functional $\omega$ on the algebra. The spin-averaged Fock value is the mean of $\omega$ over the Fock operators of $a$ and $b$. Positivity of $\omega$ is not required; normalisation, $\omega(1)=1$, enters as a hypothesis where it is needed.

```lean
/-- The spin-averaged Fock value in the linear functional `ω`. -/
def fockValue (ω : A →ₗ[ℂ] ℂ) (e U : ℝ) (a b : A) : ℂ :=
  (ω (fockOperator (hamiltonian e U a b) a) + ω (fockOperator (hamiltonian e U a b) b)) / 2
```

For the Fock operator itself, start from $n_aa=a^*aa=0$ and
$$an_a=aa^*a=(1-a^*a)a=a.$$
Hence $[a,n_a]=a$. Since $a$ commutes with $n_b$, also $[a,n_an_b]=an_b$, and therefore
$$[a,H]=e\,a+U\,an_b.$$
The anticommutator with $a^*$ is
$$e(aa^*+a^*a)+U(an_ba^*+a^*an_b)=e+U(aa^*+a^*a)n_b=e+U\,n_b.$$
An electron in mode $a$ sees the repulsion of the other spin only. In the code, `h1` and `h3` are the two number relations, `hc` is the commutator and `h5` is the last bracket. The closing line uses `module` as normaliser, because only scalar coefficients remain to be compared.

```lean
/-- The operator `[a, H] a* + a* [a, H]` equals `e + U n_b`. -/
theorem fockOperator_eq {a b : A} (h : IsFermionPair a b) (e U : ℝ) :
    fockOperator (hamiltonian e U a b) a = (e : ℂ) • (1 : A) + (U : ℂ) • number b := by
  obtain ⟨h2, h4, -⟩ := number_commutes h
  have h1 : a * number a = number a * a + a := by
    unfold number
    linear_combination (norm := noncomm_ring)
      h.car_a * a - star a * h.sq_a - star a * h.sq_a
  have h3 : a * (number a * number b) = number a * number b * a + a * number b := by
    linear_combination (norm := noncomm_ring) h1 * number b + number a * h2
  -- the commutator of `a` with the Hamiltonian
  have hc : a * hamiltonian e U a b - hamiltonian e U a b * a
      = (e : ℂ) • a + (U : ℂ) • (a * number b) := by
    unfold hamiltonian
    simp only [mul_add, add_mul, mul_smul_comm, smul_mul_assoc, h1, h2, h3]
    module
  have h5 : a * number b * star a + star a * (a * number b) = number b := by
    linear_combination (norm := noncomm_ring) a * h4 + h.car_a * number b
  unfold fockOperator
  rw [hc]
  simp only [add_mul, mul_add, smul_mul_assoc, mul_smul_comm]
  linear_combination (norm := module) (e : ℂ) • h.car_a + (U : ℂ) • h5
```

$H$ is symmetric in the two modes, so the Fock operator of $b$ is $e+U\,n_a$. Averaging gives
$$\tfrac12\,\omega(e+U n_b)+\tfrac12\,\omega(e+U n_a)=e+\tfrac U2\,\omega(N).$$
The generalised Fock matrix of CASPT2, built from the spin-summed density matrix, gives the same number. For one orbital with occupation $D=\omega(N)$, the Coulomb term is $DU$ and the exchange term is $-\tfrac12DU$, so the Fock element is $e+\tfrac12DU$.

```lean
/-- The spin-averaged Fock value is `e` plus `U / 2` times the mean total occupation. -/
theorem fockValue_eq {a b : A} (h : IsFermionPair a b) (e U : ℝ)
    (ω : A →ₗ[ℂ] ℂ) (hω : ω 1 = 1) :
    fockValue ω e U a b = e + U / 2 * ω (totalNumber a b) := by
  have hs : hamiltonian e U a b = hamiltonian e U b a := by
    unfold hamiltonian
    rw [(number_commutes h).2.2, add_comm (number a)]
  have hb : fockOperator (hamiltonian e U a b) b
      = (e : ℂ) • (1 : A) + (U : ℂ) • number a := by
    rw [hs]; exact fockOperator_eq h.symm e U
  unfold fockValue
  rw [fockOperator_eq h, hb]
  simp only [map_add, map_smul, smul_eq_mul, hω, totalNumber]
  ring
```

## Energies with zero, one and two electrons

Ionization energy and affinity are differences of eigenvalues, which are defined here by letting the algebra act on vectors. A representation $\pi$ sends its elements to linear operators on a complex vector space `V`. A real number $E$ is a $K$-electron level if some nonzero $\psi$ satisfies $\pi(N)\psi=K\psi$ and $\pi(H)\psi=E\psi$.

```lean
variable {V : Type*} [AddCommGroup V] [Module ℂ V]

/-- `E` is the energy of a `K`-electron eigenstate of `H` in the representation `π`. -/
def IsLevel (π : A →ₐ[ℂ] Module.End ℂ V) (a b : A) (e U : ℝ) (K : ℕ) (E : ℝ) : Prop :=
  ∃ ψ : V, ψ ≠ 0 ∧ π (totalNumber a b) ψ = (K : ℂ) • ψ ∧
    π (hamiltonian e U a b) ψ = (E : ℂ) • ψ
```

Each number operator is idempotent:
$$n_a^2=a^*(aa^*)a=a^*(1-a^*a)a=n_a.$$
Therefore $N^2=N+2n_an_b$, and the Hamiltonian is a polynomial in $N$:
$$H=eN+\tfrac U2(N^2-N).$$
On a vector with $\pi(N)\psi=K\psi$ it acts as the number $eK+\tfrac U2(K^2-K)$. The steps `idem`, `hN` and `hH` are these three statements.

```lean
/-- On every vector with `K` electrons, `H` acts as multiplication by `e K + U (K² - K) / 2`. -/
theorem hamiltonian_on_number_state {a b : A} (h : IsFermionPair a b) (e U : ℝ)
    (π : A →ₐ[ℂ] Module.End ℂ V) (K : ℕ) (ψ : V)
    (hK : π (totalNumber a b) ψ = (K : ℂ) • ψ) :
    π (hamiltonian e U a b) ψ = ((e * K + U / 2 * (K * K - K) : ℝ) : ℂ) • ψ := by
  have idem : ∀ {c d : A}, IsFermionPair c d → number c * number c = number c := by
    intro c d g
    unfold number
    linear_combination (norm := noncomm_ring)
      star c * g.car_a * c - star c * star c * g.sq_a
  -- the pair operator is a polynomial in the total number
  have hN : totalNumber a b * totalNumber a b - totalNumber a b
      = (2 : ℂ) • (number a * number b) := by
    simp only [totalNumber, mul_add, add_mul, idem h, idem h.symm,
      (number_commutes h).2.2.symm]
    module
  have hH : hamiltonian e U a b = (e : ℂ) • totalNumber a b
      + ((U : ℂ) / 2) • (totalNumber a b * totalNumber a b - totalNumber a b) := by
    rw [hN]
    unfold hamiltonian totalNumber
    module
  rw [hH]
  simp only [map_add, map_smul, map_sub, map_mul, LinearMap.add_apply, LinearMap.smul_apply,
    LinearMap.sub_apply, Module.End.mul_apply, hK]
  push_cast
  module
```

If $\psi$ also has energy $E$, subtracting the two eigenvalue equations gives
$$\bigl(E-eK-\tfrac U2(K^2-K)\bigr)\psi=0,$$
and $\psi\neq0$ forces the bracket to vanish. The electron number thus fixes the energy, and no ground state has to be singled out.

```lean
/-- A `K`-electron level has energy `e K + U (K² - K) / 2`. -/
theorem level_energy {a b : A} (h : IsFermionPair a b) {e U : ℝ}
    {π : A →ₐ[ℂ] Module.End ℂ V} {K : ℕ} {E : ℝ} (hL : IsLevel π a b e U K E) :
    E = e * K + U / 2 * (K * K - K) := by
  obtain ⟨ψ, hψ, hK, hE⟩ := hL
  have h0 : ((E : ℂ) - ((e * K + U / 2 * (K * K - K) : ℝ) : ℂ)) • ψ = 0 := by
    rw [sub_smul, ← hE, hamiltonian_on_number_state h e U π K ψ hK, sub_self]
  exact Complex.ofReal_injective (sub_eq_zero.mp ((smul_eq_zero.mp h0).resolve_right hψ))
```

## Occupation one gives the mean

The levels are $E_0=0$, $E_1=e$ and $E_2=2e+U$. For the one-electron system, the ionization energy and the electron affinity are
$$\mathrm{IP}=E_0-E_1=-e,\qquad \mathrm{EA}=E_1-E_2=-(e+U).$$
At $\omega(N)=1$ the Fock value is
$$e+\tfrac U2=-\tfrac12(\mathrm{IP}+\mathrm{EA}).$$
The theorem assumes that the representation has all three levels. It constrains $\omega$ only through $\omega(1)=1$ and $\omega(N)=1$, so an equal mixture of the empty and the doubly occupied state qualifies as well as a one-electron state.

In this one-orbital model, filling the orbital calls for $-\mathrm{EA}$, which lies $U/2$ above the Fock value, and emptying it calls for $-\mathrm{IP}$, which lies $U/2$ below. The IPEA shift in CASPT2 addresses this mismatch with a parameter that stands for $\mathrm{IP}-\mathrm{EA}$, here equal to $U$. The model has no hopping to other orbitals and no orbital relaxation, both of which affect the energies of a molecule.

```lean
/-- With ionization energy `E0 - E1` and electron affinity `E1 - E2`, the spin-averaged Fock value
at total occupation one is `e + U / 2`, which equals minus the mean of the two. -/
theorem fockValue_eq_neg_mean {a b : A} (h : IsFermionPair a b) {e U E0 E1 E2 : ℝ}
    {π : A →ₐ[ℂ] Module.End ℂ V} (h0 : IsLevel π a b e U 0 E0)
    (h1 : IsLevel π a b e U 1 E1) (h2 : IsLevel π a b e U 2 E2)
    (ω : A →ₗ[ℂ] ℂ) (hω : ω 1 = 1) (hN : ω (totalNumber a b) = 1) :
    E0 - E1 = -e ∧ E1 - E2 = -(e + U) ∧ fockValue ω e U a b = e + U / 2 ∧
      fockValue ω e U a b = -(((E0 - E1 : ℝ) : ℂ) + ((E1 - E2 : ℝ) : ℂ)) / 2 := by
  rw [fockValue_eq h e U ω hω, hN, level_energy h h0, level_energy h h1, level_energy h h2]
  push_cast
  refine ⟨?_, ?_, ?_, ?_⟩ <;> ring
```

At the two extreme occupations a single process is left, and the Fock value matches it. For $\omega(N)=0$ it is $e=E_1-E_0$, the energy of adding the first electron. For $\omega(N)=2$ it is $e+U=E_2-E_1$, the energy of adding the second, which is minus the ionization energy of the full orbital.

```lean
/-- The spin-averaged Fock value is `E1 - E0` at total occupation zero and `E2 - E1` at
total occupation two. -/
theorem fockValue_empty_and_full {a b : A} (h : IsFermionPair a b) {e U E0 E1 E2 : ℝ}
    {π : A →ₐ[ℂ] Module.End ℂ V} (h0 : IsLevel π a b e U 0 E0)
    (h1 : IsLevel π a b e U 1 E1) (h2 : IsLevel π a b e U 2 E2)
    (ω : A →ₗ[ℂ] ℂ) (hω : ω 1 = 1) :
    (ω (totalNumber a b) = 0 → fockValue ω e U a b = ((E1 - E0 : ℝ) : ℂ)) ∧
      (ω (totalNumber a b) = 2 → fockValue ω e U a b = ((E2 - E1 : ℝ) : ℂ)) := by
  rw [fockValue_eq h e U ω hω, level_energy h h0, level_energy h h1, level_energy h h2]
  constructor <;> intro hN <;> rw [hN] <;> push_cast <;> ring
```

## A four-state realisation

The hypotheses are met by matrices on the occupation states, numbered from zero: empty, $b$ occupied, $a$ occupied, both occupied. The annihilator $a$ takes state 2 to state 0 and state 3 to state 1.

```lean
/-- The first annihilator as a matrix on the four occupation states. -/
def modeA : Matrix (Fin 4) (Fin 4) ℂ := !![0, 0, 1, 0; 0, 0, 0, 1; 0, 0, 0, 0; 0, 0, 0, 0]
```

The annihilator $b$ takes state 1 to state 0 and state 3 to minus state 2. The minus sign makes $a$ and $b$ anticommute.

```lean
/-- The second annihilator, with the fermionic sign. -/
def modeB : Matrix (Fin 4) (Fin 4) ℂ := !![0, 1, 0, 0; 0, 0, 0, 0; 0, 0, 0, -1; 0, 0, 0, 0]
```

The representation is the ordinary action of a matrix on column vectors.

```lean
/-- Matrices acting on column vectors. -/
def matrixRep : Matrix (Fin 4) (Fin 4) ℂ →ₐ[ℂ] Module.End ℂ (Fin 4 → ℂ) :=
  Matrix.toLinAlgEquiv'.toAlgHom
```

For the functional, take the expectation value in state 1, where $b$ alone is occupied. It is the diagonal entry $M_{11}$ of a matrix $M$.

```lean
/-- The expectation value in the second basis state. -/
def siteState : Matrix (Fin 4) (Fin 4) ℂ →ₗ[ℂ] ℂ where
  toFun M := M 1 1
  map_add' _ _ := rfl
  map_smul' _ _ := rfl
```

The star is the conjugate transpose. Once both creators are written out, each anticommutation relation is checked entry by entry.

```lean
/-- The two explicit matrices satisfy the fermionic anticommutation relations. -/
theorem isFermionPair_witness : IsFermionPair modeA modeB := by
  -- the two creation operators as explicit matrices
  have hA : star modeA = !![0, 0, 0, 0; 0, 0, 0, 0; 1, 0, 0, 0; 0, 1, 0, 0] := by
    ext i j
    fin_cases i <;> fin_cases j <;> simp [modeA, Matrix.star_apply]
  have hB : star modeB = !![0, 0, 0, 0; 1, 0, 0, 0; 0, 0, 0, 0; 0, 0, -1, 0] := by
    ext i j
    fin_cases i <;> fin_cases j <;> simp [modeB, Matrix.star_apply]
  constructor <;> (try simp only [hA, hB]) <;> ext i j <;> fin_cases i <;> fin_cases j <;>
    simp [modeA, modeB, Matrix.mul_apply, Fin.sum_univ_succ]
```

In this basis $N=\mathrm{diag}(0,1,1,2)$. States 0, 1 and 3 therefore have zero, one and two electrons, and the formula for $H$ on number states supplies their energies $0$, $e$ and $2e+U$ for all real $e$ and $U$. The functional gives $1_{11}=1$ and $N_{11}=1$, as occupation one requires.

```lean
/-- In the matrix model `0`, `e` and `2 e + U` are levels with zero, one and two electrons
respectively, and `siteState` is normalised with total occupation one. -/
theorem levels_witness (e U : ℝ) :
    IsLevel matrixRep modeA modeB e U 0 0 ∧ IsLevel matrixRep modeA modeB e U 1 e ∧
      IsLevel matrixRep modeA modeB e U 2 (2 * e + U) ∧
      siteState 1 = 1 ∧ siteState (totalNumber modeA modeB) = 1 := by
  have hD : totalNumber modeA modeB = Matrix.diagonal ![0, 1, 1, 2] := by
    ext i j
    fin_cases i <;> fin_cases j <;>
      simp [totalNumber, number, modeA, modeB, Matrix.mul_apply, Fin.sum_univ_succ,
        Matrix.star_apply]
    norm_num
  have lev : ∀ (i : Fin 4) (K : ℕ) (E : ℝ), (![0, 1, 1, 2] : Fin 4 → ℂ) i = K →
      E = e * K + U / 2 * (K * K - K) → IsLevel matrixRep modeA modeB e U K E := by
    rintro i K E hK rfl
    have hv : matrixRep (totalNumber modeA modeB) (Pi.single i 1)
        = (K : ℂ) • (Pi.single i 1 : Fin 4 → ℂ) := by
      change totalNumber modeA modeB *ᵥ (Pi.single i 1) = _
      rw [hD]
      ext j
      rw [Matrix.mulVec_diagonal]
      rcases eq_or_ne j i with rfl | hj
      · rw [hK]; rfl
      · simp [hj]
    exact ⟨Pi.single i 1, by simp, hv,
      hamiltonian_on_number_state isFermionPair_witness e U matrixRep K _ hv⟩
  refine ⟨lev 0 0 0 (by simp) (by simp), lev 1 1 e (by simp) (by simp),
    lev 3 2 _ (by simp) (by push_cast; ring), ?_, ?_⟩
  · change (1 : Matrix (Fin 4) (Fin 4) ℂ) 1 1 = 1
    simp
  · rw [hD]
    change (Matrix.diagonal ![0, 1, 1, 2] : Matrix (Fin 4) (Fin 4) ℂ) 1 1 = 1
    simp

end

end FockIonizationAffinity
```

```lean
#print axioms FockIonizationAffinity.fockValue_eq_neg_mean
-- 'FockIonizationAffinity.fockValue_eq_neg_mean' depends on axioms: [propext, Classical.choice, Quot.sound]
#print axioms FockIonizationAffinity.fockValue_empty_and_full
-- 'FockIonizationAffinity.fockValue_empty_and_full' depends on axioms: [propext, Classical.choice, Quot.sound]
```
